# Contour projector of a Hermitian matrix: a circle avoiding the spectrum selects the enclosed eigenvectors

A molecule described by non-interacting electrons in a finite orthonormal basis has a Hermitian Hamiltonian matrix H. Suppose that at zero temperature the lowest levels are completely filled up to a gap, and the levels above it are empty. Can the density matrix of the filled levels be obtained from the Green's matrix G(z) = (z − H)⁻¹, without computing the eigenvectors?

Let the vectors u_k be an orthonormal basis of eigenvectors of H, with eigenvalues l_k. Take a circle with centre c and radius r > 0 that passes through no l_k, traversed counterclockwise. Then

P_ij = (2πi)⁻¹ ∮ G_ij(z) dz = Σ_{k: |l_k − c| < r} u_k(i) conj u_k(j).

For Hermitian H, the levels are real, so the condition on the circle means that it may meet the real energy axis only at energies that are not levels: in a gap, below the lowest level or above the highest.

## Density matrices and electron counts from linear solves

If the circle encloses exactly the filled levels, P is the density matrix of this non-interacting finite system, per spin channel. A code can approximate it by solving linear systems with z − H at points on the circle. The trace of P is the number of enclosed levels, counted with multiplicity, which gives a check on the electron count per spin channel.

## From orthonormality to the enclosed sum

Put the eigenvectors into the columns of a square matrix, U_ik = u_k(i). Orthonormality says U†U = 1. For a square matrix this implies UU† = 1, or

Σ_k u_k(i) conj u_k(j) = δ_ij.

Since (z − H)u_k = (z − l_k)u_k, multiplying z − H into the matrix

R_ij(z) = Σ_k u_k(i) conj u_k(j) / (z − l_k)

cancels each denominator and leaves δ_ij. Hence R(z) = G(z) whenever z is not an eigenvalue.

It remains to integrate one pole, 1/(z − w). If |w − c| < r, expand on the circle:

1/(z − w) = Σ_{m≥0} (w − c)^m / (z − c)^(m+1).

The series converges uniformly there. With z = c + r e^(iθ), only the m = 0 term survives integration, and it gives 2πi. If |w − c| > r, the integrand is holomorphic on the closed disc and Cauchy's theorem gives 0. Integrating the finite sum for G term by term and dividing by 2πi yields the identity.

Orthonormality then gives P u_m = u_m for enclosed l_m and P u_m = 0 otherwise. Exchanging i and j and conjugating leaves the sum unchanged, so P is Hermitian. Applying P to the enclosed u_k in its own sum gives P² = P. Each enclosed normalised vector adds 1 to the trace.

For a 1 × 1 matrix H = (h), G is the single pole 1/(z − h), and P is 1 if h is enclosed and 0 if it is outside.

## The Lean source

```lean
import Mathlib

open Matrix Metric

namespace ContourProjector

noncomputable section

variable {n : Type*} [Fintype n] [DecidableEq n]

/-- The Green's matrix `G(z) = (z - H)⁻¹`, meaningful for `z` not an eigenvalue of `H`. -/
def green (H : Matrix n n ℂ) (z : ℂ) : Matrix n n ℂ :=
  (z • (1 : Matrix n n ℂ) - H)⁻¹

/-- The vectors `u k` are orthonormal eigenvectors of `H` with eigenvalues `l k`,
as many as the dimension. -/
structure IsEigenbasis (H : Matrix n n ℂ) (u : n → n → ℂ) (l : n → ℂ) : Prop where
  orthonormal : ∀ k m, star (u k) ⬝ᵥ u m = if k = m then 1 else 0
  eigen : ∀ k, H *ᵥ u k = l k • u k

/-- The matrix of circle integrals of the Green's matrix elements, divided by `2πi`,
for a circle that passes through no eigenvalue of `H`. -/
def contourProjector (H : Matrix n n ℂ) (c : ℂ) (r : ℝ) : Matrix n n ℂ :=
  Matrix.of fun i j => (2 * Real.pi * Complex.I)⁻¹ * ∮ z in C(c, r), green H z i j

variable {H : Matrix n n ℂ} {u : n → n → ℂ} {l : n → ℂ} {c : ℂ} {r : ℝ}

/-- Every Hermitian matrix has an orthonormal eigenbasis with real eigenvalues. -/
theorem isEigenbasis_of_isHermitian (hH : H.IsHermitian) :
    IsEigenbasis H (fun k => (hH.eigenvectorBasis k).ofLp)
      (fun k => (hH.eigenvalues k : ℂ)) where
  orthonormal k m := by
    have h := orthonormal_iff_ite.mp hH.eigenvectorBasis.orthonormal k m
    rw [EuclideanSpace.inner_eq_star_dotProduct, dotProduct_comm] at h
    exact h
  eigen k := (hH.mulVec_eigenvectorBasis k).trans (by ext i; simp)

/-- Completeness: the projectors onto the vectors of an orthonormal eigenbasis sum to the
identity. -/
theorem completeness (h : IsEigenbasis H u l) (i j : n) :
    ∑ k, u k i * star (u k j) = (1 : Matrix n n ℂ) i j := by
  have h1 : (Matrix.of fun k i => star (u k i)) * (Matrix.of fun i k => u k i)
      = (1 : Matrix n n ℂ) := by
    ext k m
    rw [Matrix.one_apply, ← h.orthonormal k m]
    simp [Matrix.mul_apply, dotProduct]
  -- for square matrices a left inverse is a right inverse
  have h2 := mul_eq_one_comm.mp h1
  rw [← h2]
  simp [Matrix.mul_apply]

/-- Spectral representation of the Green's matrix at any `z` that is not an eigenvalue. -/
theorem green_apply (h : IsEigenbasis H u l) {z : ℂ} (hz : ∀ k, z ≠ l k) (i j : n) :
    green H z i j = ∑ k, u k i * star (u k j) / (z - l k) := by
  have key : (z • (1 : Matrix n n ℂ) - H) *
      (Matrix.of fun i j => ∑ k, u k i * star (u k j) / (z - l k)) = 1 := by
    ext i j
    -- `z - H` multiplies each eigenvector by `z - l k`
    have e : ∀ k, ∑ a, (z • (1 : Matrix n n ℂ) - H) i a * u k a = (z - l k) * u k i := by
      intro k
      have h1 : ((z • (1 : Matrix n n ℂ) - H) *ᵥ u k) i = (z - l k) * u k i := by
        rw [Matrix.sub_mulVec, Matrix.smul_mulVec, Matrix.one_mulVec, h.eigen k]
        simp [sub_mul]
      exact h1
    rw [Matrix.mul_apply, ← completeness h i j]
    simp only [Matrix.of_apply, Finset.mul_sum]
    rw [Finset.sum_comm]
    refine Finset.sum_congr rfl fun k _ => ?_
    have hk : z - l k ≠ 0 := sub_ne_zero.mpr (hz k)
    calc ∑ a, (z • (1 : Matrix n n ℂ) - H) i a * (u k a * star (u k j) / (z - l k))
        = (∑ a, (z • (1 : Matrix n n ℂ) - H) i a * u k a) * (star (u k j) / (z - l k)) := by
          rw [Finset.sum_mul]
          exact Finset.sum_congr rfl fun a _ => by ring
      _ = u k i * star (u k j) := by
          rw [e k]
          field_simp
  rw [green, Matrix.inv_eq_right_inv key, Matrix.of_apply]

/-- For a circle of positive radius that does not pass through `w`, the integral of `1/(z - w)` is
`2πi` if `w` is enclosed and `0` otherwise. -/
theorem circleIntegral_pole (hr : 0 < r) {w : ℂ} (hw : ‖w - c‖ ≠ r) :
    (∮ z in C(c, r), (z - w)⁻¹) = if ‖w - c‖ < r then 2 * Real.pi * Complex.I else 0 := by
  split_ifs with h
  · exact circleIntegral.integral_sub_inv_of_mem_ball (mem_ball_iff_norm.mpr h)
  · have hout : r < ‖w - c‖ := lt_of_le_of_ne (not_lt.mp h) hw.symm
    have hne : ∀ z ∈ closedBall c r, z - w ≠ 0 := by
      intro z hz h0
      rw [sub_eq_zero.mp h0] at hz
      exact absurd (mem_closedBall_iff_norm.mp hz) (not_le_of_gt hout)
    -- the integrand is holomorphic in the disc, so Cauchy's theorem applies
    exact Complex.circleIntegral_eq_zero_of_differentiable_on_off_countable hr.le
      Set.countable_empty (ContinuousOn.inv₀ (by fun_prop) hne)
      fun z hz => DifferentiableAt.inv (by fun_prop) (hne z (ball_subset_closedBall hz.1))

/-- For a circle of positive radius through no eigenvalue, the integral of `G_ij(z)` over
`2πi` is the sum of `u_k(i) conj u_k(j)` over the enclosed eigenvalues. -/
theorem contour_projector (h : IsEigenbasis H u l) (hr : 0 < r)
    (hl : ∀ k, ‖l k - c‖ ≠ r) (i j : n) :
    contourProjector H c r i j = ∑ k with ‖l k - c‖ < r, u k i * star (u k j) := by
  have hsph : ∀ z ∈ sphere c r, ∀ k, z ≠ l k := by
    intro z hz k hk
    rw [hk] at hz
    exact hl k (mem_sphere_iff_norm.mp hz)
  -- integrate the spectral representation term by term
  have hint : (∮ z in C(c, r), green H z i j)
      = ∑ k, u k i * star (u k j) * ∮ z in C(c, r), (z - l k)⁻¹ := by
    rw [circleIntegral.integral_congr hr.le (fun z hz => green_apply h (hsph z hz) i j)]
    simp only [div_eq_mul_inv, ← circleIntegral.integral_const_mul]
    simp only [circleIntegral, Finset.smul_sum]
    refine intervalIntegral.integral_finsetSum fun k _ => ?_
    have hk : CircleIntegrable (fun z => u k i * star (u k j) * (z - l k)⁻¹) c r :=
      ContinuousOn.circleIntegrable hr.le (continuousOn_const.mul
        (ContinuousOn.inv₀ (by fun_prop) fun z hz => sub_ne_zero.mpr (hsph z hz k)))
    exact hk.out
  rw [contourProjector, Matrix.of_apply, hint, Finset.mul_sum, Finset.sum_filter]
  refine Finset.sum_congr rfl fun k _ => ?_
  rw [circleIntegral_pole hr (hl k)]
  split_ifs
  · exact (mul_comm _ _).trans (mul_inv_cancel_right₀ Complex.two_pi_I_ne_zero _)
  · simp

/-- For a circle of positive radius through no eigenvalue, the contour projector keeps the
eigenvectors with enclosed eigenvalue and annihilates the others. -/
theorem contourProjector_mulVec (h : IsEigenbasis H u l) (hr : 0 < r)
    (hl : ∀ k, ‖l k - c‖ ≠ r) (m : n) :
    contourProjector H c r *ᵥ u m = if ‖l m - c‖ < r then u m else 0 := by
  ext i
  have e : (contourProjector H c r *ᵥ u m) i
      = ∑ k with ‖l k - c‖ < r, u k i * (star (u k) ⬝ᵥ u m) := by
    simp only [Matrix.mulVec, dotProduct, contour_projector h hr hl, Finset.sum_mul,
      Finset.mul_sum, Pi.star_apply]
    rw [Finset.sum_comm]
    simp only [mul_assoc]
  rw [e]
  simp only [h.orthonormal, mul_ite, mul_one, mul_zero, Finset.sum_ite_eq',
    Finset.mem_filter, Finset.mem_univ, true_and]
  split_ifs <;> rfl

/-- For a circle of positive radius through no eigenvalue, the contour projector is Hermitian
and idempotent. -/
theorem contourProjector_isProjector (h : IsEigenbasis H u l) (hr : 0 < r)
    (hl : ∀ k, ‖l k - c‖ ≠ r) :
    (contourProjector H c r).IsHermitian ∧
      contourProjector H c r * contourProjector H c r = contourProjector H c r := by
  constructor
  · ext i j
    rw [Matrix.conjTranspose_apply, contour_projector h hr hl, contour_projector h hr hl,
      star_sum]
    exact Finset.sum_congr rfl fun k _ => by rw [star_mul, star_star]
  · ext i j
    calc (contourProjector H c r * contourProjector H c r) i j
        = ∑ k with ‖l k - c‖ < r, (contourProjector H c r *ᵥ u k) i * star (u k j) := by
          rw [Matrix.mul_apply]
          simp only [Matrix.mulVec, dotProduct, Finset.sum_mul]
          rw [Finset.sum_comm]
          refine Finset.sum_congr rfl fun a _ => ?_
          rw [contour_projector h hr hl a j, Finset.mul_sum]
          simp only [mul_assoc]
      _ = contourProjector H c r i j := by
          rw [contour_projector h hr hl i j]
          refine Finset.sum_congr rfl fun k hk => ?_
          rw [contourProjector_mulVec h hr hl k, if_pos (Finset.mem_filter.mp hk).2]

/-- For a circle of positive radius through no eigenvalue, the trace of the contour projector
is the number of enclosed eigenvalues, counted with multiplicity. -/
theorem trace_contourProjector (h : IsEigenbasis H u l) (hr : 0 < r)
    (hl : ∀ k, ‖l k - c‖ ≠ r) :
    (contourProjector H c r).trace = (Finset.univ.filter fun k => ‖l k - c‖ < r).card := by
  have hn : ∀ k, ∑ i, u k i * star (u k i) = 1 := by
    intro k
    have hk := h.orthonormal k k
    rw [if_pos rfl] at hk
    simp only [dotProduct, Pi.star_apply] at hk
    rw [← hk]
    exact Finset.sum_congr rfl fun i _ => mul_comm _ _
  simp only [Matrix.trace, Matrix.diag_apply, contour_projector h hr hl]
  rw [Finset.sum_comm, Finset.sum_congr rfl fun k _ => hn k]
  simp

/-- A two-level matrix with eigenvalues `1` and `-1`, its orthonormal eigenbasis, and the unit
circle about `1`, which passes through neither eigenvalue. -/
theorem isEigenbasis_witness :
    IsEigenbasis !![-7/25, 24/25; 24/25, 7/25] ![![3/5, 4/5], ![-4/5, 3/5]] ![1, -1] ∧
      ∀ k, ‖(![1, -1] : Fin 2 → ℂ) k - 1‖ ≠ 1 := by
  refine ⟨⟨?_, ?_⟩, ?_⟩
  · intro k m
    -- the numerals are real, so conjugation leaves them alone
    have h3 : (starRingEnd ℂ) 3 = 3 := Complex.ext (by simp) (by simp)
    have h4 : (starRingEnd ℂ) 4 = 4 := Complex.ext (by simp) (by simp)
    have h5 : (starRingEnd ℂ) 5 = 5 := Complex.ext (by simp) (by simp)
    fin_cases k <;> fin_cases m <;>
      simp [dotProduct, Fin.sum_univ_two, h3, h4, h5] <;> norm_num
  · intro k
    ext i
    fin_cases k <;> fin_cases i <;>
      simp [Matrix.mulVec, dotProduct, Fin.sum_univ_two] <;> norm_num
  · intro k
    fin_cases k <;> norm_num

end

end ContourProjector
```

```lean
#print axioms ContourProjector.isEigenbasis_of_isHermitian
#print axioms ContourProjector.contourProjector_isProjector
#print axioms ContourProjector.trace_contourProjector
```

```
'ContourProjector.isEigenbasis_of_isHermitian' depends on axioms: [propext, Classical.choice, Quot.sound]
'ContourProjector.contourProjector_isProjector' depends on axioms: [propext, Classical.choice, Quot.sound]
'ContourProjector.trace_contourProjector' depends on axioms: [propext, Classical.choice, Quot.sound]
```

## Reading the statements and their proofs

The finite type `n` labels both basis functions and eigenvectors, so there are as many eigenvectors as dimensions. `u k i` is u_k(i), `star` is complex conjugation, and `l k` is the level often written ε_k. `contourProjector`, known in textbooks as the Riesz projector, is defined by the integral of each matrix element.

`IsEigenbasis` allows complex eigenvalues, so the theorems also apply to normal matrices. `isEigenbasis_of_isHermitian` supplies the basis, with real eigenvalues, for every Hermitian matrix.

`completeness` turns the left inverse into a right inverse with `mul_eq_one_comm`. `green_apply` verifies the product (z − H)R = 1 in `key` and identifies R with the inverse. `circleIntegral_pole` splits into the inside and outside cases, using Mathlib's pole integral and Cauchy's theorem. `contour_projector` substitutes the spectral formula on the circle, then exchanges sum and integral; continuity of each term there supplies integrability.

The next three theorems give the action on eigenvectors, the projector properties and the trace. `isEigenbasis_witness` checks the eigenbasis of a two-level example entry by entry, and that the unit circle about 1 passes through neither level. This circle encloses the level 1 and leaves −1 outside.

## Between the integral and a quadrature sum

The theorems concern the exact integral. A code replaces it by finitely many points, and the resulting error needs a separate estimate; it generally grows as a level approaches the circle. The quadrature matrix need not be idempotent, nor its trace an integer. In a non-orthogonal basis with overlap matrix S, the Green's matrix becomes (zS − H)⁻¹ and the eigenvectors satisfy u_k†S u_m = δ_km. The exact integral then obeys PSP = P instead of P² = P, and the number of enclosed levels is the trace of PS, not of P.
